# For a positive definite hardness matrix, raising one atom's hardness keeps the sign of its Fukui value

When a molecule gains a small fraction of an electron, the atoms generally share it unequally, and some may even lose electrons. The fraction that goes to atom k is its condensed Fukui value. Suppose that atom k is now made harder, so that changing its electron number costs more energy. Does it still take up electrons if it did before, and how much smaller is its share?

In a charge-equilibration model the energy is quadratic in the shifts x(i) of the atomic electron numbers, with second-order part ½ xᵀHx. The hardness matrix H is real and symmetric. Equal chemical potentials on all atoms require the Fukui vector f₀ to satisfy

(H f₀)(i) = c₀ for every atom i, and Σᵢ f₀(i) = 1,

where c₀ is the hardness of the whole molecule. Raising the hardness of atom k by d ≥ 0 adds d to the diagonal entry H(k,k) and gives a new Fukui vector f. If H is positive definite and there are at least two atoms, then

f(k) = f₀(k) / (1 + a d), with a > 0 independent of d.

Positive definiteness means that every shift of electron numbers, with or without a change of their total, costs energy at second order.

## One factorisation for a whole range of hardness values

A charge-equilibration program typically solves linear systems of the form

H x + λ1 = b, Σᵢ x(i) = q,

where 1 is the vector of ones and λ is a Lagrange multiplier. Setting b = 0 and q = 1 gives f₀. Setting b = e_k, the unit vector of atom k, and q = 0 gives a second vector w. It is the shift of electron numbers, at fixed total, under a potential that lowers the energy of electrons on atom k by one unit. Both solves use the same factorised matrix, and a = w(k). For each further d, the full Fukui vector is

f = f₀ − [d f₀(k) / (1 + a d)] w,

which costs one vector update instead of a new solve. In conceptual density functional theory, this shows how a condensed reactivity index depends on one atomic parameter, within a finite quadratic model.

## From equalised potentials to the factor 1 + a d

**The Fukui vector exists and is unique.** H is invertible, so there is a vector t with Ht = 1. It is nonzero, and its sum is S = Σᵢ t(i) = tᵀHt > 0. Hence f₀ = t/S is a Fukui vector, with c₀ = 1/S. If f₀ and g are both Fukui vectors, their difference x has zero sum and Hx is a constant vector. Then xᵀHx = 0, so x = 0.

The stiffened matrix is positive definite too, because its quadratic form is xᵀHx + d x(k)². It therefore also has exactly one Fukui vector.

**The response of atom k to itself is positive.** Solve Hs = e_k, put σ = Σᵢ s(i), and set w = s − σf₀. Then

Σᵢ w(i) = σ − σ = 0,

Hw = e_k − μ1, with μ = σc₀.

With two or more atoms w is not zero: otherwise entry k would give μ = 1 and any other entry μ = 0. Therefore

0 < wᵀHw = w(k) − μ Σᵢ w(i) = w(k).

**The old and new Fukui vectors differ along w.** The new vector f satisfies, for some constant c,

Hf + d f(k) e_k = c1.

Let g = f + d f(k) w. Then

Hg = c1 − d f(k) e_k + d f(k)(e_k − μ1) = (c − d f(k) μ)1.

The entries of g sum to one, so g is a Fukui vector of H, and by uniqueness

f₀ = f + d f(k) w.

Entry k reads f₀(k) = f(k)(1 + d w(k)), which is the stated formula with a = w(k). The divisor is at least one, so the sign is kept. If d > 0 and f₀(k) ≠ 0, the divisor exceeds one and the magnitude falls strictly.

**Two atoms.** Number the atoms 0 and 1 and stiffen atom 0. Then

a = 1 / (H(0,0) + H(1,1) − 2H(0,1)).

For H = [[1, 2], [2, 6]] this is 1/3. With d = 3 the divisor is 2, and the Fukui vector goes from (4/3, −1/3) to (2/3, 1/3). Atom 0 keeps its sign and atom 1 does not.

In Lean 4 with Mathlib:

```lean
import Mathlib

open Matrix

namespace StiffenedFukui

variable {n : Type*} [Fintype n] [DecidableEq n]

/-- `f` is a Fukui vector of the hardness matrix `H`: all entries of `H f` are equal
(equalised chemical potential) and the entries of `f` sum to one. -/
def IsFukui (H : Matrix n n ℝ) (f : n → ℝ) : Prop :=
  (∃ c : ℝ, ∀ i, (H *ᵥ f) i = c) ∧ ∑ i, f i = 1

/-- The hardness matrix after the hardness of atom `k` has been raised by `d`. -/
def stiffen (H : Matrix n n ℝ) (k : n) (d : ℝ) : Matrix n n ℝ :=
  H + Matrix.diagonal (Pi.single k d)

/-- `w` is a response vector of atom `k` for the matrix `H`: its entries sum to zero, and `H w` is
the unit vector of atom `k` minus a common constant. -/
def IsResponse (H : Matrix n n ℝ) (k : n) (w : n → ℝ) : Prop :=
  (∃ μ : ℝ, ∀ i, (H *ᵥ w) i = (if i = k then 1 else 0) - μ) ∧ ∑ i, w i = 0

omit [DecidableEq n] in
/-- For a positive definite hardness matrix the quadratic form `xᵀHx` is positive for every nonzero
vector `x`. -/
theorem energy_pos {H : Matrix n n ℝ} (hH : H.PosDef) {x : n → ℝ} (hx : x ≠ 0) :
    0 < ∑ i, x i * (H *ᵥ x) i := by
  have h := hH.dotProduct_mulVec_pos hx
  simpa [dotProduct] using h

/-- For a positive definite hardness matrix `H` every vector `b` equals `H x` for some vector `x`.
-/
theorem exists_charges {H : Matrix n n ℝ} (hH : H.PosDef) (b : n → ℝ) :
    ∃ x, H *ᵥ x = b :=
  ⟨H⁻¹ *ᵥ b, by
    rw [Matrix.mulVec_mulVec, Matrix.mul_nonsing_inv _ hH.det_pos.ne'.isUnit,
      Matrix.one_mulVec]⟩

/-- A positive definite hardness matrix on at least one atom has exactly one Fukui vector. -/
theorem existsUnique_fukui [Nonempty n] {H : Matrix n n ℝ} (hH : H.PosDef) :
    ∃! f, IsFukui H f := by
  obtain ⟨t, ht⟩ := exists_charges hH (fun _ => 1)
  have ht0 : t ≠ 0 := by
    rintro rfl
    have := congrFun ht (Classical.arbitrary n)
    simp at this
  -- the sum of `t` equals `tᵀHt`, hence is positive and can be divided out
  have hS := energy_pos hH ht0
  simp only [ht, mul_one] at hS
  refine ⟨(∑ i, t i)⁻¹ • t, ⟨⟨(∑ i, t i)⁻¹, fun i => ?_⟩, ?_⟩, ?_⟩
  · rw [Matrix.mulVec_smul, ht]
    simp
  · simp only [Pi.smul_apply, smul_eq_mul]
    rw [← Finset.mul_sum]
    exact inv_mul_cancel₀ hS.ne'
  · -- the difference `x` of two Fukui vectors has zero sum and constant `H x`, so `xᵀHx = 0`
    have key : ∀ f g : n → ℝ, IsFukui H f → IsFukui H g → f = g := by
      rintro f g ⟨⟨c, hc⟩, hf⟩ ⟨⟨c', hc'⟩, hg⟩
      by_contra h
      have hp := energy_pos hH (sub_ne_zero.2 h)
      have e : ∀ i, (H *ᵥ (f - g)) i = c - c' := by
        intro i
        rw [Matrix.mulVec_sub, Pi.sub_apply, hc, hc']
      simp only [e, Pi.sub_apply] at hp
      rw [← Finset.sum_mul, Finset.sum_sub_distrib, hf, hg] at hp
      simp at hp
    intro g hg
    refine key _ _ hg ⟨⟨(∑ i, t i)⁻¹, fun i => ?_⟩, ?_⟩
    · rw [Matrix.mulVec_smul, ht]
      simp
    · simp only [Pi.smul_apply, smul_eq_mul]
      rw [← Finset.mul_sum]
      exact inv_mul_cancel₀ hS.ne'

omit [Fintype n] in
/-- Raising the hardness of one atom by `d ≥ 0` keeps the hardness matrix positive definite. -/
theorem stiffen_posDef {H : Matrix n n ℝ} (hH : H.PosDef) (k : n) {d : ℝ} (hd : 0 ≤ d) :
    (stiffen H k d).PosDef :=
  hH.add_posSemidef (Matrix.PosSemidef.diagonal (Pi.single_nonneg.2 hd))

/-- For a positive definite hardness matrix a response vector of atom `k` exists. -/
theorem exists_response {H : Matrix n n ℝ} (hH : H.PosDef) (k : n) :
    ∃ w, IsResponse H k w := by
  have : Nonempty n := ⟨k⟩
  obtain ⟨f, ⟨⟨c, hc⟩, hf⟩, -⟩ := existsUnique_fukui hH
  obtain ⟨s, hs⟩ := exists_charges hH (fun i => if i = k then 1 else 0)
  -- subtract a multiple of the Fukui vector from `s` to make the sum zero
  refine ⟨s - (∑ i, s i) • f, ⟨(∑ i, s i) * c, fun i => ?_⟩, ?_⟩
  · simp only [Matrix.mulVec_sub, Matrix.mulVec_smul, hs, Pi.sub_apply, Pi.smul_apply, hc,
      smul_eq_mul]
  · simp only [Pi.sub_apply, Pi.smul_apply, smul_eq_mul, Finset.sum_sub_distrib]
    rw [← Finset.mul_sum, hf]
    ring

/-- With at least two atoms and a positive definite hardness matrix, entry `k` of any response
vector of atom `k` is positive. -/
theorem response_self_pos [Nontrivial n] {H : Matrix n n ℝ} (hH : H.PosDef) {k : n}
    {w : n → ℝ} (hw : IsResponse H k w) : 0 < w k := by
  obtain ⟨⟨μ, hμ⟩, hs⟩ := hw
  have hw0 : w ≠ 0 := by
    rintro rfl
    obtain ⟨j, hj⟩ := exists_ne k
    have h1 := hμ k
    have h2 := hμ j
    rw [if_pos rfl, Matrix.mulVec_zero, Pi.zero_apply] at h1
    rw [if_neg hj, Matrix.mulVec_zero, Pi.zero_apply] at h2
    linarith
  -- entry `k` of `w` equals `wᵀHw`
  have e : ∑ i, w i * (H *ᵥ w) i = w k := by
    simp only [hμ, mul_sub, Finset.sum_sub_distrib]
    rw [← Finset.sum_mul Finset.univ w μ, hs]
    simp
  exact e ▸ energy_pos hH hw0

/-- Let `H` be positive definite with Fukui vector `f₀`, let `w` be a response vector of atom `k`,
and let `f` be a Fukui vector of `H` with atom `k` stiffened by `d`. Then `f₀` is `f` plus `d * f k`
times `w`. -/
theorem fukui_redistribution {H : Matrix n n ℝ} (hH : H.PosDef) {k : n} {d : ℝ}
    {w f₀ f : n → ℝ} (hw : IsResponse H k w) (h₀ : IsFukui H f₀)
    (hf : IsFukui (stiffen H k d) f) : f₀ = f + (d * f k) • w := by
  have : Nonempty n := ⟨k⟩
  obtain ⟨⟨μ, hμ⟩, hs⟩ := hw
  obtain ⟨⟨c, hc⟩, hf1⟩ := hf
  -- the right-hand side is also a Fukui vector of `H`
  refine (existsUnique_fukui hH).unique h₀ ⟨⟨c - d * f k * μ, fun i => ?_⟩, ?_⟩
  · have h := hc i
    rw [stiffen, Matrix.add_mulVec, Pi.add_apply, Matrix.mulVec_diagonal] at h
    rw [Matrix.mulVec_add, Matrix.mulVec_smul, Pi.add_apply, Pi.smul_apply, smul_eq_mul, hμ]
    by_cases hi : i = k
    · subst hi
      rw [Pi.single_eq_same] at h
      rw [if_pos rfl]
      linarith
    · rw [Pi.single_eq_of_ne hi] at h
      rw [if_neg hi]
      linarith
  · simp only [Pi.add_apply, Pi.smul_apply, smul_eq_mul, Finset.sum_add_distrib]
    rw [← Finset.mul_sum, hf1, hs]
    ring

/-- For a positive definite hardness matrix on at least two atoms there is a constant `a > 0`
such that raising the hardness of atom `k` by any `d ≥ 0` divides its Fukui value
by `1 + a d`. -/
theorem fukui_stiffened [Nontrivial n] {H : Matrix n n ℝ} (hH : H.PosDef) (k : n) :
    ∃ a : ℝ, 0 < a ∧ ∀ d : ℝ, 0 ≤ d → ∀ f₀ f : n → ℝ, IsFukui H f₀ →
      IsFukui (stiffen H k d) f → f k = f₀ k / (1 + a * d) := by
  obtain ⟨w, hw⟩ := exists_response hH k
  have ha := response_self_pos hH hw
  refine ⟨w k, ha, fun d hd f₀ f h₀ hf => ?_⟩
  have e := congrFun (fukui_redistribution hH hw h₀ hf) k
  simp only [Pi.add_apply, Pi.smul_apply, smul_eq_mul] at e
  have hp : 0 < 1 + w k * d := by
    have := mul_nonneg ha.le hd
    linarith
  rw [eq_div_iff hp.ne']
  linear_combination -e

/-- For a positive definite hardness matrix on at least two atoms, stiffening atom `k` by
`d ≥ 0` keeps the sign of its Fukui value, and strictly reduces the magnitude if `d > 0` and
the value was not zero. -/
theorem fukui_sign_and_shrink [Nontrivial n] {H : Matrix n n ℝ} (hH : H.PosDef) {k : n}
    {d : ℝ} (hd : 0 ≤ d) {f₀ f : n → ℝ} (h₀ : IsFukui H f₀)
    (hf : IsFukui (stiffen H k d) f) :
    SignType.sign (f k) = SignType.sign (f₀ k) ∧
      (0 < d → f₀ k ≠ 0 → |f k| < |f₀ k|) := by
  obtain ⟨a, ha, h⟩ := fukui_stiffened hH k
  have hk := h d hd f₀ f h₀ hf
  have hp : 0 < 1 + a * d := by
    have := mul_nonneg ha.le hd
    linarith
  refine ⟨?_, fun hd' hne => ?_⟩
  · rw [hk, div_eq_mul_inv, sign_mul, sign_pos (inv_pos.2 hp), mul_one]
  · rw [hk, abs_div, abs_of_pos hp]
    have := mul_pos ha hd'
    exact div_lt_self (abs_pos.2 hne) (by linarith)

/-- The other atoms may change sign: for the positive definite hardness matrix
`[[1, 2], [2, 6]]`, stiffening the first atom by `3` takes the Fukui vector from
`(4/3, -1/3)` to `(2/3, 1/3)`. -/
theorem other_atom_changes_sign :
    (!![1, 2; 2, 6] : Matrix (Fin 2) (Fin 2) ℝ).PosDef ∧
      IsFukui !![1, 2; 2, 6] ![4 / 3, -1 / 3] ∧
      IsFukui (stiffen !![1, 2; 2, 6] 0 3) ![2 / 3, 1 / 3] := by
  refine ⟨Matrix.posDef_iff_dotProduct_mulVec.2 ⟨?_, ?_⟩,
    ⟨⟨2 / 3, fun i => ?_⟩, ?_⟩, ⟨⟨10 / 3, fun i => ?_⟩, ?_⟩⟩
  · ext i j
    fin_cases i <;> fin_cases j <;> simp [Matrix.conjTranspose_apply]
  · intro x hx
    -- complete the square
    have e : star x ⬝ᵥ ((!![1, 2; 2, 6] : Matrix (Fin 2) (Fin 2) ℝ) *ᵥ x)
        = (x 0 + 2 * x 1) ^ 2 + 2 * (x 1) ^ 2 := by
      simp [dotProduct, Matrix.mulVec, Fin.sum_univ_two]
      ring
    rw [e]
    by_contra hn
    have s0 := sq_nonneg (x 0 + 2 * x 1)
    have s1 := sq_nonneg (x 1)
    have h1 : x 1 = 0 := (pow_eq_zero_iff two_ne_zero).1 (by linarith)
    have h0 : x 0 + 2 * x 1 = 0 := (pow_eq_zero_iff two_ne_zero).1 (by linarith)
    apply hx
    ext i
    fin_cases i
    · show x 0 = 0
      linarith
    · exact h1
  · fin_cases i <;> simp [Matrix.mulVec, dotProduct, Fin.sum_univ_two] <;> norm_num
  · norm_num [Fin.sum_univ_two]
  · fin_cases i <;>
      simp [stiffen, Matrix.mulVec, dotProduct, Fin.sum_univ_two, Matrix.diagonal_apply] <;>
      norm_num
  · norm_num [Fin.sum_univ_two]

end StiffenedFukui
```

```lean
#print axioms StiffenedFukui.stiffen_posDef
-- 'StiffenedFukui.stiffen_posDef' depends on axioms: [propext, Classical.choice, Quot.sound]
#print axioms StiffenedFukui.fukui_sign_and_shrink
-- 'StiffenedFukui.fukui_sign_and_shrink' depends on axioms: [propext, Classical.choice, Quot.sound]
#print axioms StiffenedFukui.other_atom_changes_sign
-- 'StiffenedFukui.other_atom_changes_sign' depends on axioms: [propext, Classical.choice, Quot.sound]
```

## Definitions and lemmas in physical terms

The finite type `n` labels the atoms, and `Nontrivial n` says that there are at least two. `H.PosDef` includes the symmetry of H. `IsFukui H f` states the two conditions on a Fukui vector and leaves the common value free, so the molecular hardness may change with d. `stiffen H k d` adds d to one diagonal entry, and `IsResponse H k w` describes w.

The entries of f₀, f and w count electrons, so the corresponding changes in atomic charge have the opposite sign. `energy_pos` concerns xᵀHx, which is twice the second-order energy.

`fukui_stiffened` chooses a before d and the two Fukui vectors, so one constant, fixed by H and k, serves every d ≥ 0. `fukui_sign_and_shrink` uses `SignType.sign`, which takes the values −1, 0 and 1; a zero Fukui value therefore stays zero.

The lemmas follow the derivation:

- `energy_pos` and `exists_charges` supply positivity and solvability. `existsUnique_fukui` builds t/S and then compares two Fukui vectors through their difference.
- `stiffen_posDef` adds a positive semidefinite diagonal matrix to H.
- `exists_response` subtracts σf₀ from s. `response_self_pos` rules out w = 0 with a second atom and identifies w(k) with wᵀHw.
- `fukui_redistribution` checks that f + d f(k) w is a Fukui vector of H, treating entry k and the other entries separately with `by_cases`, and then applies uniqueness.
- `fukui_stiffened` takes entry k of that vector equation with `congrFun` and solves for f(k). `fukui_sign_and_shrink` reads off the sign and the magnitude.
- `other_atom_changes_sign` verifies the two-atom numbers. It proves positive definiteness by writing the quadratic form as (x(0) + 2x(1))² + 2x(1)².

## One stiffened atom in a fixed quadratic model

The theorems hold for any finite number of atoms from two upwards. With a single atom the Fukui value is always 1, so no positive a exists and nothing shrinks, although the sign is trivially kept.

`fukui_stiffened` states that a exists without giving its value; the identification a = w(k) is made inside its proof. `fukui_redistribution` does state the shift of the whole vector, for any response vector w.

The sign rule concerns only the atom that is stiffened. It also assumes that no other atom is stiffened at the same time. If both atoms of the example are stiffened by 3, the Fukui vector becomes (7/9, 2/9): atom 1 changes sign although it has itself been made harder. The rule therefore does not cover a change of a force-field parameter that sets the hardness of several atoms of the molecule at once.

Positive definiteness is assumed, so the theorems cover a program's matrix only if it has this property. The formula itself needs less: it is enough that xᵀHx > 0 for every nonzero x with zero sum, but that version is not proved in the code. The results concern real numbers and give no bound on rounding errors.

Besides the quadratic model itself, applying the result to a molecule assumes that making an atom harder alters a single diagonal entry of H. In some charge-equilibration models the off-diagonal entries are computed from the atomic hardnesses and change with them. A real substitution or change of geometry generally alters other entries as well. In these cases the formula does not apply as it stands.
